# Convergence of scaled power iteration for a non-symmetric real matrix with a simple dominant eigenvalue

Q: In a Markov state model of a molecule I multiply a starting distribution by the transition matrix until it stops changing, and I report the result as the equilibrium distribution. The matrix isn't symmetric, so I can't count on orthogonal eigenvectors to expand in. What justifies the step?

A: A splitting of the matrix. Write $A = l\,v u^T + N$, where $l$ is the dominant eigenvalue (usually called $\lambda_1$), $v$ is its right eigenvector and $u$ its left eigenvector, scaled so that $u^Tv=1$. The remainder $N$ satisfies $Nv=0$ and $u^TN=0$. If $N$ loses to $l$ in the long run, then $A^kx/l^k \to (u^Tx)\,v$ for every $x$. In your model, with columns summing to one, $l=1$, $u$ is the vector of ones and $v$ is the equilibrium distribution. A normalised start has $u^Tx=1$, so the limit is $v$ itself. The condition on $N$ holds for a finite model if every state can be reached from every other and the chain isn't periodic. If the states fall into groups with no transitions between them, it fails, and a distribution that has stopped changing can still depend on the start.

Q: Show me the argument before any code.

A: Write $u(x)$ for $u^Tx$. First, $Av = l\,u(v)\,v + Nv = l v$ and $u(Ax) = l\,u(x)\,u(v) + u(Nx) = l\,u(x)$, so both are eigenvectors. Next, for $k\ge 1$,
$$A^kx = l^k u(x)\,v + N^kx .$$
For $k=1$ this is the splitting. Applying $A$ once more gives
$$A^{k+1}x = l^{k+1}u(x)\,v + l\,u(N^kx)\,v + N^{k+1}x,$$
and the middle term vanishes because $u$ annihilates everything $N$ produces.

Now suppose $\|N^my\|\le c\|y\|$ for all $y$, with $c<|l|^m$. Write $k=mq+r$ with $0\le r<m$. Applying the bound $q$ times gives $\|N^kx\|\le c^q\|N^rx\|$, hence
$$\Big\|\frac{A^kx}{l^k}-u(x)v\Big\| = \frac{\|N^kx\|}{|l|^k}\le\Big(\frac{c}{|l|^m}\Big)^{q}\,\frac{\|N^rx\|}{|l|^r}\le\Big(\frac{c}{|l|^m}\Big)^{q}\sum_{s=0}^{m-1}\frac{\|N^sx\|}{|l|^s}.$$
The sum doesn't depend on $k$, and $q\to\infty$ as $k\to\infty$, so the error tends to zero.

Q: Why a power $m$? I would have asked for $\|N\|<|l|$.

A: For a symmetric matrix in the Euclidean norm that would do. A non-symmetric remainder can stretch some vectors at first even though all its eigenvalues are small. The constants $m$ and $c$ say that after $m$ steps the transient growth has been overtaken by the growth of the dominant part.

Q: And what space does the formal version live in?

A: The general theorems use a real normed space `E` of any dimension.

```lean
import Mathlib

open Filter Topology Matrix

namespace NonsymmetricPowerIteration

noncomputable section

variable {E : Type*} [NormedAddCommGroup E] [NormedSpace ℝ E]
```

The algebraic relations are collected in one structure. `Module.End ℝ E` is the type of linear maps from `E` to itself, and `u` is a linear functional, the abstract form of the row vector $u^T$.

```lean
/-- The operator `A` splits into a part `l v u` of rank at most one and a remainder `N`, where
`u v = 1` and the remainder is annihilated by `v` from the right and by `u` from the left. -/
structure DominantSplitting (A N : Module.End ℝ E) (l : ℝ) (u : E →ₗ[ℝ] ℝ) (v : E) :
    Prop where
  split : ∀ x, A x = (l * u x) • v + N x
  pairing : u v = 1
  right_null : N v = 0
  left_null : ∀ x, u (N x) = 0
```

Q: That structure says nothing about dominance, despite its name.

A: Correct. Dominance enters through two separate hypotheses, `hN` for the bound on $N^m$ and `hc` for $c<|l|^m$. The structure alone already gives the eigenvectors, by the substitution above.

```lean
variable {A N : Module.End ℝ E} {l c : ℝ} {u : E →ₗ[ℝ] ℝ} {v : E} {m : ℕ}

/-- In a dominant splitting, `v` is a right eigenvector and `u` a left eigenvector of `A`,
both with eigenvalue `l`. -/
theorem eigenvectors (h : DominantSplitting A N l u v) :
    A v = l • v ∧ ∀ x, u (A x) = l * u x := by
  constructor
  · rw [h.split, h.pairing, h.right_null, mul_one, add_zero]
  · intro x
    rw [h.split, map_add, map_smul, h.pairing, h.left_null, smul_eq_mul, mul_one, add_zero]
```

The formula for the iterates is an induction. Lean writes the exponent as `k + 1`, because the formula fails at exponent zero, where it would read $x = u(x)v + x$. The auxiliary equation `hz` is the vanishing middle term.

```lean
/-- After at least one step, the iterate of a dominant splitting is `l ^ (k + 1)` times the
component along `v` plus the iterated remainder. -/
theorem iterate_eq (h : DominantSplitting A N l u v) (k : ℕ) (x : E) :
    (A ^ (k + 1)) x = (l ^ (k + 1) * u x) • v + (N ^ (k + 1)) x := by
  induction k with
  | zero =>
    simp only [zero_add, pow_one]
    exact h.split x
  | succ k ih =>
    -- the remainder never feeds back into the dominant direction
    have hz : u ((N ^ (k + 1)) x) = 0 := by
      rw [pow_succ' N k, Module.End.mul_apply, h.left_null]
    rw [pow_succ' A (k + 1), Module.End.mul_apply, ih, map_add, map_smul,
      (eigenvectors h).1, h.split ((N ^ (k + 1)) x), hz, pow_succ' N (k + 1),
      Module.End.mul_apply]
    module
```

Q: You divide by $l^k$ and by $m$. Where are $l\neq0$ and $m\ge1$ assumed?

A: They are derived. Since $u(v)=1$, $v\ne0$, and $0\le\|N^mv\|\le c\|v\|$ forces $c\ge0$. If $m=0$, the bound reads $\|v\|\le c\|v\|$, so $c\ge1$, against $c<|l|^0=1$. If $l=0$ with $m\ge1$, then $c<0$, which is again impossible.

```lean
/-- If `m` steps of the remainder of a dominant splitting stretch every vector by at most
`c < |l| ^ m`, then `c` is nonnegative and neither `m` nor `l` is zero. -/
theorem gap_nondegenerate (h : DominantSplitting A N l u v)
    (hN : ∀ y, ‖(N ^ m) y‖ ≤ c * ‖y‖) (hc : c < |l| ^ m) : 0 ≤ c ∧ m ≠ 0 ∧ l ≠ 0 := by
  have hv : v ≠ 0 := by
    intro h0
    have h1 := h.pairing
    rw [h0, map_zero] at h1
    exact zero_ne_one h1
  have hvp : 0 < ‖v‖ := norm_pos_iff.2 hv
  have hc0 : 0 ≤ c := by
    by_contra hneg
    have h1 := mul_neg_of_neg_of_pos (not_le.1 hneg) hvp
    linarith [hN v, norm_nonneg ((N ^ m) v)]
  have hm : m ≠ 0 := by
    intro h0
    have h1 := hN v
    rw [h0, pow_zero, Module.End.one_apply] at h1
    rw [h0, pow_zero] at hc
    nlinarith
  refine ⟨hc0, hm, ?_⟩
  intro h0
  rw [h0, abs_zero, zero_pow hm] at hc
  linarith
```

The block estimate comes next. In Lean, `k / m` is the quotient $q$ rounded down and `k % m` is the remainder $r$. The inner claim `step` is the $q$-fold use of the bound.

```lean
/-- If `m` steps of `N` stretch every vector by at most `c ≥ 0`, then `k` steps give one factor
`c` for each complete block of `m` steps. -/
theorem remainder_bound (hc0 : 0 ≤ c) (hN : ∀ y, ‖(N ^ m) y‖ ≤ c * ‖y‖) (k : ℕ) (x : E) :
    ‖(N ^ k) x‖ ≤ c ^ (k / m) * ‖(N ^ (k % m)) x‖ := by
  have step : ∀ (q : ℕ) (y : E), ‖(N ^ (m * q)) y‖ ≤ c ^ q * ‖y‖ := by
    intro q y
    induction q with
    | zero => simp
    | succ q ih =>
      rw [show m * (q + 1) = m + m * q by ring, pow_add, Module.End.mul_apply]
      calc _ ≤ c * ‖(N ^ (m * q)) y‖ := hN _
        _ ≤ c * (c ^ q * ‖y‖) := mul_le_mul_of_nonneg_left ih hc0
        _ = c ^ (q + 1) * ‖y‖ := by ring
  have h := step (k / m) ((N ^ (k % m)) x)
  rwa [← Module.End.mul_apply, ← pow_add, Nat.div_add_mod] at h
```

The error bound follows the displayed chain: `e` identifies the error with the scaled remainder, `hkk` splits $|l|^k$ into blocks, and the last inequality replaces one term by the whole sum.

```lean
/-- Upper bound on the error of the scaled power iteration after `k ≥ 1` steps, for a dominant
splitting whose remainder stretches vectors by at most `c < |l| ^ m` in `m` steps: each complete
block of `m` steps contributes a factor `c / |l| ^ m`. -/
theorem error_bound (h : DominantSplitting A N l u v)
    (hN : ∀ y, ‖(N ^ m) y‖ ≤ c * ‖y‖) (hc : c < |l| ^ m) {k : ℕ} (hk : k ≠ 0) (x : E) :
    ‖(l ^ k)⁻¹ • (A ^ k) x - u x • v‖ ≤
      (c / |l| ^ m) ^ (k / m) * ∑ r ∈ Finset.range m, ‖(N ^ r) x‖ / |l| ^ r := by
  obtain ⟨hc0, hm, hl⟩ := gap_nondegenerate h hN hc
  have hlp : 0 < |l| := abs_pos.2 hl
  -- the error is exactly the scaled remainder
  have e : (l ^ k)⁻¹ • (A ^ k) x - u x • v = (l ^ k)⁻¹ • (N ^ k) x := by
    obtain ⟨j, rfl⟩ := Nat.exists_eq_add_one_of_ne_zero hk
    rw [iterate_eq h, smul_add, smul_smul, ← mul_assoc,
      inv_mul_cancel₀ (pow_ne_zero _ hl), one_mul, add_sub_cancel_left]
  have hkk : |l| ^ k = (|l| ^ m) ^ (k / m) * |l| ^ (k % m) := by
    rw [← pow_mul, ← pow_add, Nat.div_add_mod]
  have hpos : ∀ r ∈ Finset.range m, 0 ≤ ‖(N ^ r) x‖ / |l| ^ r := fun r _ => by positivity
  rw [e, norm_smul, norm_inv, norm_pow, Real.norm_eq_abs]
  calc (|l| ^ k)⁻¹ * ‖(N ^ k) x‖
      ≤ (|l| ^ k)⁻¹ * (c ^ (k / m) * ‖(N ^ (k % m)) x‖) :=
        mul_le_mul_of_nonneg_left (remainder_bound hc0 hN k x) (by positivity)
    _ = (c / |l| ^ m) ^ (k / m) * (‖(N ^ (k % m)) x‖ / |l| ^ (k % m)) := by
        rw [hkk, div_pow]
        ring
    _ ≤ _ := mul_le_mul_of_nonneg_left
        (Finset.single_le_sum hpos
          (Finset.mem_range.2 (Nat.mod_lt k (Nat.pos_of_ne_zero hm)))) (by positivity)
```

For the limit, `hq` states that the number of complete blocks grows without bound, and a squeeze between zero and the error bound finishes the proof.

```lean
/-- Convergence of power iteration: for a dominant splitting whose remainder stretches vectors
by at most `c < |l| ^ m` in `m` steps, `A ^ k x / l ^ k` tends to `u(x) v` for every `x`. -/
theorem power_iteration (h : DominantSplitting A N l u v)
    (hN : ∀ y, ‖(N ^ m) y‖ ≤ c * ‖y‖) (hc : c < |l| ^ m) (x : E) :
    Tendsto (fun k : ℕ => (l ^ k)⁻¹ • (A ^ k) x) atTop (𝓝 (u x • v)) := by
  obtain ⟨hc0, hm, hl⟩ := gap_nondegenerate h hN hc
  have hlp : 0 < |l| := abs_pos.2 hl
  -- the number of complete blocks grows without bound
  have hq : Tendsto (fun k : ℕ => k / m) atTop atTop :=
    tendsto_atTop.2 fun b => (eventually_ge_atTop (b * m)).mono fun k hk =>
      (Nat.le_div_iff_mul_le (Nat.pos_of_ne_zero hm)).2 hk
  have h0 : 0 ≤ c / |l| ^ m := by positivity
  have h1 : c / |l| ^ m < 1 := (div_lt_one (by positivity)).2 hc
  have hlim := ((tendsto_pow_atTop_nhds_zero_of_lt_one h0 h1).comp hq).mul_const
    (∑ r ∈ Finset.range m, ‖(N ^ r) x‖ / |l| ^ r)
  rw [zero_mul] at hlim
  rw [tendsto_iff_norm_sub_tendsto_zero]
  exact squeeze_zero' (Eventually.of_forall fun k => norm_nonneg _)
    ((eventually_ne_atTop 0).mono fun k hk => error_bound h hN hc hk x) hlim
```

Q: In most problems I don't know $l$ in advance. I can't divide by its powers.

A: Then you estimate it from ratios. Take a continuous linear functional $\varphi$, for example one component of the vector, with $\varphi(v)\ne0$, and a start with $u(x)\neq0$. Then
$$\frac{\varphi(A^{k+1}x)}{\varphi(A^kx)} = l\cdot\frac{\varphi(A^{k+1}x)/l^{k+1}}{\varphi(A^kx)/l^k}\to l\cdot\frac{u(x)\varphi(v)}{u(x)\varphi(v)}=l .$$
Rescaling the vector at each step, as a program does, leaves this ratio unchanged if both values are taken before the next rescaling. The equation `key` in the proof is the first equality.

```lean
/-- For a dominant splitting whose remainder stretches vectors by at most `c < |l| ^ m` in `m`
steps, if the start vector has `u(x) ≠ 0` and a continuous linear probe `φ` has `φ(v) ≠ 0`, the
ratio of successive probe values tends to `l`. -/
theorem eigenvalue_estimate (h : DominantSplitting A N l u v)
    (hN : ∀ y, ‖(N ^ m) y‖ ≤ c * ‖y‖) (hc : c < |l| ^ m) (φ : E →L[ℝ] ℝ) {x : E}
    (hx : u x ≠ 0) (hφ : φ v ≠ 0) :
    Tendsto (fun k : ℕ => φ ((A ^ (k + 1)) x) / φ ((A ^ k) x)) atTop (𝓝 l) := by
  have hl := (gap_nondegenerate h hN hc).2.2
  have hne : φ (u x • v) ≠ 0 := by
    rw [map_smul, smul_eq_mul]
    exact mul_ne_zero hx hφ
  have ha := (φ.continuous.tendsto _).comp (power_iteration h hN hc x)
  have hr := ((ha.comp (tendsto_add_atTop_nat 1)).div ha hne).const_mul l
  rw [div_self hne, mul_one] at hr
  refine hr.congr fun k => ?_
  -- the scaling factors leave exactly one power of the eigenvalue
  have key : ∀ p q : ℝ, l * (((l ^ (k + 1))⁻¹ * p) / ((l ^ k)⁻¹ * q)) = p / q := by
    intro p q
    have e : l * ((l ^ (k + 1))⁻¹ / (l ^ k)⁻¹) = 1 := by
      rw [pow_succ]
      field_simp
    rw [mul_div_mul_comm, ← mul_assoc, e, one_mul]
  simp only [Function.comp_apply, Pi.div_apply, map_smul, smul_eq_mul]
  exact key _ _
```

Q: I have a matrix, not an abstract operator.

A: The rest translates. `euclideanAction` lets a matrix act on column vectors with the Euclidean norm, and `rowFunctional` turns $u$ into $x\mapsto u^Tx$.

```lean
variable {n : Type*} [Fintype n]

/-- A real square matrix acting on column vectors with the Euclidean norm. -/
def euclideanAction (M : Matrix n n ℝ) : Module.End ℝ (EuclideanSpace ℝ n) where
  toFun x := WithLp.toLp 2 (M *ᵥ x.ofLp)
  map_add' x y := by simp [Matrix.mulVec_add]
  map_smul' a x := by simp [Matrix.mulVec_smul]

/-- The row vector `u` as a linear functional on Euclidean space. -/
def rowFunctional (u : n → ℝ) : EuclideanSpace ℝ n →ₗ[ℝ] ℝ where
  toFun x := u ⬝ᵥ x.ofLp
  map_add' x y := by simp [dotProduct_add]
  map_smul' a x := by simp [dotProduct_smul]
```

Powers of the action agree with the action of matrix powers.

```lean
/-- Repeated action of a matrix is the action of its power. -/
theorem euclideanAction_pow [DecidableEq n] (M : Matrix n n ℝ) (k : ℕ) :
    euclideanAction M ^ k = euclideanAction (M ^ k) := by
  induction k with
  | zero =>
    ext x i
    simp [euclideanAction]
  | succ k ih =>
    rw [pow_succ' (euclideanAction M) k, ih, pow_succ' M k]
    ext x i
    change (M *ᵥ ((M ^ k) *ᵥ _)) i = ((M * M ^ k) *ᵥ _) i
    rw [Matrix.mulVec_mulVec]
```

The matrix theorem then has your hypotheses in matrix form; `vecMulVec v u` is $vu^T$. Its proof builds the structure as `hS`, applies the general theorem, and reads the limit in coordinates.

```lean
/-- Power iteration for a real matrix `A = l v uᵀ + N` with `uᵀ v = 1`, `N v = 0`, `uᵀ N = 0`:
if `N ^ m` stretches Euclidean lengths by at most `c < |l| ^ m`, then `A ^ k x / l ^ k` tends
to `(uᵀ x) v` for every `x`. -/
theorem matrix_power_iteration [DecidableEq n] {A N : Matrix n n ℝ} {l c : ℝ} {u v : n → ℝ}
    {m : ℕ} (hA : A = l • vecMulVec v u + N) (huv : u ⬝ᵥ v = 1) (hNv : N *ᵥ v = 0)
    (huN : u ᵥ* N = 0) (hN : ∀ y, ‖euclideanAction (N ^ m) y‖ ≤ c * ‖y‖)
    (hc : c < |l| ^ m) (x : n → ℝ) :
    Tendsto (fun k : ℕ => (l ^ k)⁻¹ • ((A ^ k) *ᵥ x)) atTop (𝓝 ((u ⬝ᵥ x) • v)) := by
  have hS : DominantSplitting (euclideanAction A) (euclideanAction N) l (rowFunctional u)
      (WithLp.toLp 2 v) := by
    refine ⟨fun y => ?_, huv, ?_, fun y => ?_⟩
    · ext i
      change (A *ᵥ y.ofLp) i = (l * (u ⬝ᵥ y.ofLp)) * v i + (N *ᵥ y.ofLp) i
      rw [hA]
      simp only [mulVec, dotProduct, Matrix.add_apply, Matrix.smul_apply, vecMulVec_apply,
        smul_eq_mul, add_mul, Finset.sum_add_distrib, Finset.mul_sum, Finset.sum_mul]
      congr 1
      exact Finset.sum_congr rfl fun j _ => by ring
    · ext i
      change (N *ᵥ v) i = 0
      rw [hNv]
      rfl
    · change u ⬝ᵥ (N *ᵥ y.ofLp) = 0
      rw [Matrix.dotProduct_mulVec, huN, zero_dotProduct]
  have hN' : ∀ y, ‖(euclideanAction N ^ m) y‖ ≤ c * ‖y‖ := by
    intro y
    rw [euclideanAction_pow]
    exact hN y
  have h := power_iteration hS hN' hc (WithLp.toLp 2 x)
  -- read the Euclidean limit as a limit of coordinate vectors
  have h2 := ((PiLp.continuous_ofLp 2 (fun _ : n => ℝ)).tendsto _).comp h
  refine h2.congr fun k => ?_
  simp only [Function.comp_apply, euclideanAction_pow]
  rfl
```

Q: What stands between this and my transition matrix?

A: One step: getting from the spectrum to $N$, $m$ and $c$. The theorem takes them as given. For a finite matrix whose eigenvalue $l$ is nonzero, simple and larger in modulus than all others, standard linear algebra supplies them. The strict inequality matters: with $c\le|l|^m$ allowed, a two-state chain that swaps its states at every step would qualify, and it oscillates forever from every starting distribution except the uniform one.

Q: Could the spectral condition have been the hypothesis instead?

A: Yes, by requiring every complex eigenvalue of $N$ to have modulus below $|l|$. That can be read off a computed spectrum, but the proof would then need the link between spectral radius and norms of powers, and the error bound would lose its explicit $m$ and $c$.

Q: Give me numbers.

A: Take $A=\begin{pmatrix}2&3\\0&1\end{pmatrix}$, with $l=2$, $u=(1,3)$, $v=(1,0)$ and $N=\begin{pmatrix}0&-3\\0&1\end{pmatrix}$. Here $\|N\|=\sqrt{10}>2$, so $m=1$ fails. But $N^2=N$ and $\sqrt{10}<7/2<4$, so $m=2$ and $c=7/2$ work.

Start from $x=(0,1)$, where $u^Tx=3$. The iterates are $(3,1)$, $(9,1)$, $(21,1)$, $(45,1)$. Divided by $2^k$ they are $(1.5,0.5)$, $(2.25,0.25)$, $(2.625,0.125)$, $(2.8125,0.0625)$, approaching $(3,0)$. The error is $(-3,1)/2^k$, which halves at each step. Ratios of first components are $3$, $2.33$, $2.14$, approaching $2$.

The last theorem checks the hypotheses for this matrix. The norm bound reduces to $10y_1^2\le\frac{49}{4}(y_0^2+y_1^2)$, with components counted from zero as in Lean.

```lean
/-- The non-symmetric matrix with rows `(2, 3)` and `(0, 1)` meets all hypotheses of
`matrix_power_iteration` with `l = 2`, `u = (1, 3)`, `v = (1, 0)`, `m = 2` and `c = 7/2`. -/
theorem matrix_power_iteration_witness :
    (!![2, 3; 0, 1] : Matrix (Fin 2) (Fin 2) ℝ) =
        (2 : ℝ) • vecMulVec ![1, 0] ![1, 3] + !![0, -3; 0, 1] ∧
      (![1, 3] : Fin 2 → ℝ) ⬝ᵥ ![1, 0] = 1 ∧
      (!![0, -3; 0, 1] : Matrix (Fin 2) (Fin 2) ℝ) *ᵥ ![1, 0] = 0 ∧
      (![1, 3] : Fin 2 → ℝ) ᵥ* !![0, -3; 0, 1] = 0 ∧
      (∀ y, ‖euclideanAction ((!![0, -3; 0, 1] : Matrix (Fin 2) (Fin 2) ℝ) ^ 2) y‖ ≤
        7 / 2 * ‖y‖) ∧
      (7 / 2 : ℝ) < |2| ^ 2 := by
  refine ⟨?_, ?_, ?_, ?_, fun y => ?_, ?_⟩
  · ext i j
    fin_cases i <;> fin_cases j <;> norm_num [vecMulVec_apply]
  · simp [dotProduct, Fin.sum_univ_two]
  · ext i
    fin_cases i <;> simp [mulVec, dotProduct, Fin.sum_univ_two]
  · ext i
    fin_cases i <;> simp [vecMul, dotProduct, Fin.sum_univ_two]
  · -- the remainder is an oblique projection, so its square is itself
    have hsq : (!![0, -3; 0, 1] : Matrix (Fin 2) (Fin 2) ℝ) ^ 2 = !![0, -3; 0, 1] := by
      rw [pow_two]
      ext i j
      fin_cases i <;> fin_cases j <;> simp [Matrix.mul_apply, Fin.sum_univ_two]
    rw [hsq]
    have h0 : (euclideanAction !![0, -3; 0, 1] y) 0 = -3 * y 1 := by
      simp [euclideanAction, dotProduct, Fin.sum_univ_two]
    have h1 : (euclideanAction !![0, -3; 0, 1] y) 1 = y 1 := by
      simp [euclideanAction, dotProduct, Fin.sum_univ_two]
    refine (sq_le_sq₀ (norm_nonneg _) (by positivity)).1 ?_
    rw [mul_pow, EuclideanSpace.norm_sq_eq, EuclideanSpace.norm_sq_eq]
    simp only [Fin.sum_univ_two, h0, h1, Real.norm_eq_abs, sq_abs]
    nlinarith [sq_nonneg (y 0), sq_nonneg (y 1)]
  · norm_num

end

end NonsymmetricPowerIteration
```

```lean
#print axioms NonsymmetricPowerIteration.eigenvalue_estimate
-- 'NonsymmetricPowerIteration.eigenvalue_estimate' depends on axioms: [propext, Classical.choice, Quot.sound]
#print axioms NonsymmetricPowerIteration.matrix_power_iteration
-- 'NonsymmetricPowerIteration.matrix_power_iteration' depends on axioms: [propext, Classical.choice, Quot.sound]
```

Q: Does this reach electronic structure?

A: The similarity-transformed Hamiltonian of coupled-cluster theory is non-symmetric too. In a finite real basis the theorem applies to power iteration on it, usually after a shift, provided that, for the matrix actually iterated, the wanted eigenvalue is real, nonzero, simple and larger in modulus than all others.
